# A p level at strong spin–orbit coupling in an axial crystal field: the upper quartet splits by nearly 2|D|/3, the lower pair stays degenerate

A p electron in a core shell feels spin–orbit coupling of strength $z$ and an axial crystal field that puts the orbitals $m=\pm1$ an energy $D$ above $m=0$. Its two states with total projection $+1/2$, namely $|1,\downarrow\rangle$ and $|0,\uparrow\rangle$, already show what the field does. Between them the energy is

$$\begin{pmatrix} D/3-z/2 & z/\sqrt2\\ z/\sqrt2 & -2D/3\end{pmatrix}.$$

At $D=0$ and $z>0$ the levels are $-z$, with state $(\sqrt2,-1)/\sqrt3$, and $z/2$, with state $(1,\sqrt2)/\sqrt3$. The field has mean value $0$ in the first and $-D/3$ in the second, and couples them by $\sqrt2D/3$. To second order the lower level therefore moves down by $(2D^2/9)/(3z/2)=4D^2/(27z)$. The state $|1,\uparrow\rangle$ moves up by $D/3$, so the upper levels separate by $2|D|/3$ to first order. The exact levels below turn these estimates into limits for fixed real $D$.

In Lean 4 with Mathlib:

```lean
import Mathlib

open Matrix Filter
open Polynomial (X C)
open scoped Kronecker Topology

namespace CorePLevels

noncomputable section
```

## Six states and their energy

With $\hbar=1$, the orbital indices 0, 1, 2 stand for $m=1,0,-1$, so $L_z$ is diagonal.

```lean
/-- The orbital projection `L_z` on the p states with m = 1, 0, -1. -/
def Lz : Matrix (Fin 3) (Fin 3) ℝ := !![1, 0, 0; 0, 0, 0; 0, 0, -1]
```

The raising operator has elements $\sqrt{2-m(m+1)}=\sqrt2$.

```lean
/-- The orbital raising operator; its transpose is the lowering operator. -/
def Lp : Matrix (Fin 3) (Fin 3) ℝ := !![0, √2, 0; 0, 0, √2; 0, 0, 0]
```

Spin indices 0 and 1 mean up and down.

```lean
/-- The spin projection `S_z` on spin up and spin down. -/
def Sz : Matrix (Fin 2) (Fin 2) ℝ := !![1 / 2, 0; 0, -1 / 2]
```

For spin one-half the raising element is 1.

```lean
/-- The spin raising operator; its transpose is the lowering operator. -/
def Sp : Matrix (Fin 2) (Fin 2) ℝ := !![0, 1; 0, 0]
```

Since $L_xS_x+L_yS_y=(L_+S_-+L_-S_+)/2$, the Hamiltonian $H=z\,\mathbf L\cdot\mathbf S+D(L_z^2-2/3)$ is a real symmetric matrix. The Kronecker product `⊗ₖ` joins orbit and spin, and the $2/3$ removes the field's average over the shell.

```lean
/-- Spin-orbit coupling `z L·S`, with `L·S = L_z S_z + (L₊S₋ + L₋S₊)/2`, plus the axial
crystal field `D (L_z² - 2/3)`. -/
def hamiltonian (z D : ℝ) : Matrix (Fin 3 × Fin 2) (Fin 3 × Fin 2) ℝ :=
  z • (Lz ⊗ₖ Sz + (1 / 2 : ℝ) • (Lp ⊗ₖ Spᵀ + Lpᵀ ⊗ₖ Sp)) +
    D • ((Lz * Lz - (2 / 3 : ℝ) • 1) ⊗ₖ (1 : Matrix (Fin 2) (Fin 2) ℝ))
```

The $2\times2$ matrix above has trace $-(z/2+D/3)$ and determinant $-z^2/2+zD/3-2D^2/9$. Its levels therefore differ by $R$, with $R^2=9z^2/4-zD+D^2$.

```lean
/-- The splitting of the two levels that mix under the crystal field. -/
def gap (z D : ℝ) : ℝ := √(9 / 4 * z ^ 2 - z * D + D ^ 2)
```

The state $|1,\uparrow\rangle$ couples to nothing and has energy $z/2+D/3$.

```lean
/-- The energy of the stretched states, with parallel orbital and spin moments. -/
def stretched (z D : ℝ) : ℝ := z / 2 + D / 3
```

The mixed levels are $\tfrac12\left[-(z/2+D/3)\pm R\right]$. The name `upper` means the higher of these two; the stretched level may lie above it.

```lean
/-- The higher of the two mixed levels. -/
def upper (z D : ℝ) : ℝ := (-(z / 2 + D / 3) + gap z D) / 2
```

The other sign gives the level called $E$ from here on.

```lean
/-- The lower of the two mixed levels. -/
def lower (z D : ℝ) : ℝ := (-(z / 2 + D / 3) - gap z D) / 2
```

Reversing all moments maps $|1,\uparrow\rangle,|1,\downarrow\rangle,|0,\uparrow\rangle$ to $|{-1},\downarrow\rangle,|{-1},\uparrow\rangle,|0,\downarrow\rangle$. The function `kramers` lists the states in this order.

```lean
/-- The six product states sorted into two sets that are exchanged by reversing all moments. -/
def kramers : Fin 3 ⊕ Fin 3 → Fin 3 × Fin 2 :=
  Sum.elim ![(0, 0), (0, 1), (1, 0)] ![(2, 1), (2, 0), (1, 1)]
```

Each set carries the stretched energy and the $2\times2$ matrix.

```lean
/-- The Hamiltonian within one of the two sets. -/
def block (z D : ℝ) : Matrix (Fin 3) (Fin 3) ℝ :=
  !![z / 2 + D / 3, 0, 0; 0, D / 3 - z / 2, z * √2 / 2; 0, z * √2 / 2, -2 * D / 3]
```

## Three doubly degenerate levels

The matrices satisfy $[L_z,L_+]=L_+$ and $[L_+,L_-]=2L_z$, and likewise for spin, as an entry-by-entry check confirms.

```lean
/-- The orbital and spin matrices obey the ladder relations of angular momentum. -/
theorem ladder_relations :
    Lz * Lp - Lp * Lz = Lp ∧ Lp * Lpᵀ - Lpᵀ * Lp = (2 : ℝ) • Lz ∧
    Sz * Sp - Sp * Sz = Sp ∧ Sp * Spᵀ - Spᵀ * Sp = (2 : ℝ) • Sz := by
  refine ⟨?_, ?_, ?_, ?_⟩ <;> ext i j <;>
    simp only [Matrix.sub_apply, Matrix.mul_apply, Matrix.transpose_apply,
      Fin.sum_univ_three, Fin.sum_univ_two] <;>
    fin_cases i <;> fin_cases j <;> simp [Lz, Lp, Sz, Sp] <;> norm_num
```

$H$ conserves the total projection. Its values are $3/2,1/2,1/2$ in the first set and $-3/2,-1/2,-1/2$ in the second, so $H$ does not couple the sets. Flipping the signs of $m$ and of the spin projection leaves the matrix elements of $H$ unchanged, so the two blocks are equal. The proof compares all 36 entries.

```lean
/-- The Hamiltonian does not couple the two sets and acts identically in both. -/
theorem kramers_blocks (z D : ℝ) :
    (hamiltonian z D).submatrix kramers kramers =
      fromBlocks (block z D) 0 0 (block z D) := by
  have hcf : Lz * Lz - (2 / 3 : ℝ) • 1 = !![1 / 3, 0, 0; 0, -2 / 3, 0; 0, 0, 1 / 3] := by
    ext i j
    fin_cases i <;> fin_cases j <;>
      simp [Lz] <;> norm_num
  rw [hamiltonian, hcf]
  ext p q
  rcases p with i | i <;> rcases q with j | j <;> fin_cases i <;> fin_cases j <;>
    simp [kramers, block, Lz, Lp, Sz, Sp] <;> ring
```

The radicand of $R$ is $(D-z/2)^2+2z^2\ge0$, so squaring the root returns it.

```lean
/-- The square of the splitting of the mixed levels. -/
theorem gap_sq (z D : ℝ) : gap z D ^ 2 = 9 / 4 * z ^ 2 - z * D + D ^ 2 :=
  Real.sq_sqrt (by nlinarith [sq_nonneg (D - z / 2), sq_nonneg z])
```

The characteristic polynomial of a block is fixed by the stretched energy and by the sum and product of the mixed levels; this is the helper `key`. Two equal blocks square every factor, and for a symmetric matrix the multiplicity of a root is the degeneracy of that level. It is 2 unless some of the three levels coincide.

```lean
/-- The spectrum consists of three levels, which may coincide, each counted twice. -/
theorem charpoly_hamiltonian (z D : ℝ) :
    (hamiltonian z D).charpoly = (X - C (stretched z D)) ^ 2 *
      (X - C (upper z D)) ^ 2 * (X - C (lower z D)) ^ 2 := by
  have key (a b c w u l : ℝ) (h1 : u + l = b + c) (h2 : u * l = b * c - w ^ 2) :
      (!![a, 0, 0; 0, b, w; 0, w, c]).charpoly = (X - C a) * (X - C u) * (X - C l) := by
    have k1 := congrArg (fun t : ℝ => C t) h1
    have k2 := congrArg (fun t : ℝ => C t) h2
    simp only [map_add, map_sub, map_mul, map_pow] at k1 k2
    rw [Matrix.charpoly, Matrix.det_fin_three]
    simp
    linear_combination (X - C a) * (X * k1 - k2)
  -- the mixed levels have the trace and determinant of the 2×2 part
  have hb : (block z D).charpoly =
      (X - C (stretched z D)) * (X - C (upper z D)) * (X - C (lower z D)) := by
    have h2 : √2 ^ 2 = (2 : ℝ) := Real.sq_sqrt (by norm_num)
    refine key _ _ _ _ _ _ ?_ ?_
    · unfold upper lower
      ring
    · unfold upper lower
      linear_combination -gap_sq z D / 4 + z ^ 2 / 4 * h2
  let e := Equiv.ofBijective kramers (by decide)
  have he : reindex e.symm e.symm (hamiltonian z D) =
      fromBlocks (block z D) 0 0 (block z D) := kramers_blocks z D
  rw [← Matrix.charpoly_reindex e.symm, he, Matrix.charpoly_fromBlocks_zero₁₂, hb]
  ring
```

## The shift of the lower pair

Let $d=-z-E=\tfrac12(R-3z/2+D/3)$. Multiplying by the conjugate factor gives

$$d\,(R+3z/2-D/3)=\tfrac12\left[R^2-(3z/2-D/3)^2\right]=\tfrac{4D^2}{9}.$$

```lean
/-- An exact identity for `-z - E`, where `E` is the lower mixed level; for `z > 0` this is the
downward shift of that level by the crystal field. -/
theorem shift_identity (z D : ℝ) :
    (-z - lower z D) * (gap z D + 3 * z / 2 - D / 3) = 4 * D ^ 2 / 9 := by
  unfold lower
  linear_combination gap_sq z D / 2
```

For $z>0$, $R/z=\sqrt{9/4-D/z+D^2/z^2}\to3/2$. Dividing the identity by the conjugate factor,

$$zd=\frac{4D^2/9}{R/z+3/2-D/(3z)}\to\frac{4D^2}{27}.$$

In the proof `hR` is the first limit and `hden` that of the denominator.

```lean
/-- At strong spin-orbit coupling the shift of the lower level, times `z`, tends to `4D²/27`. -/
theorem tendsto_shift (D : ℝ) :
    Tendsto (fun z => z * (-z - lower z D)) atTop (𝓝 (4 * D ^ 2 / 27)) := by
  have h0 : Tendsto (fun z : ℝ => z⁻¹) atTop (𝓝 0) := tendsto_inv_atTop_zero
  -- the ratio of the gap to z tends to 3/2
  have hR : Tendsto (fun z => gap z D / z) atTop (𝓝 (3 / 2)) := by
    have hc : Continuous (fun t : ℝ => √(9 / 4 - D * t + D ^ 2 * t ^ 2)) := by fun_prop
    have hv : √(9 / 4 - D * 0 + D ^ 2 * 0 ^ 2) = 3 / 2 := by
      rw [show 9 / 4 - D * 0 + D ^ 2 * 0 ^ 2 = (3 / 2 : ℝ) ^ 2 by ring]
      exact Real.sqrt_sq (by norm_num)
    have h1 : Tendsto (fun z : ℝ => √(9 / 4 - D * z⁻¹ + D ^ 2 * z⁻¹ ^ 2))
        atTop (𝓝 (3 / 2)) := (hc.tendsto' 0 (3 / 2) hv).comp h0
    refine h1.congr' ?_
    filter_upwards [eventually_gt_atTop 0] with z hz
    have hs : 9 / 4 * z ^ 2 - z * D + D ^ 2 =
        (9 / 4 - D * z⁻¹ + D ^ 2 * z⁻¹ ^ 2) * z ^ 2 := by
      field_simp
    rw [eq_div_iff hz.ne', gap, hs, Real.sqrt_mul' _ (sq_nonneg z), Real.sqrt_sq hz.le]
  have hden : Tendsto (fun z => gap z D / z + 3 / 2 - D / 3 * z⁻¹) atTop (𝓝 3) := by
    have h := (hR.add_const (3 / 2)).sub (h0.const_mul (D / 3))
    rw [show 3 / 2 + 3 / 2 - D / 3 * 0 = (3 : ℝ) by ring] at h
    exact h
  have hlim := Tendsto.div (tendsto_const_nhds :
    Tendsto (fun _ : ℝ => 4 * D ^ 2 / 9) atTop (𝓝 (4 * D ^ 2 / 9))) hden (by norm_num)
  rw [show 4 * D ^ 2 / 9 / 3 = 4 * D ^ 2 / 27 by ring] at hlim
  refine hlim.congr' ?_
  filter_upwards [eventually_gt_atTop 0, hden.eventually_ne (by norm_num : (3 : ℝ) ≠ 0)]
    with z hz hne
  change 4 * D ^ 2 / 9 / (gap z D / z + 3 / 2 - D / 3 * z⁻¹) = z * (-z - lower z D)
  have h1 : z * (gap z D / z) = gap z D := by field_simp
  have h2 : z * z⁻¹ = 1 := mul_inv_cancel₀ hz.ne'
  rw [div_eq_iff hne, ← shift_identity z D]
  linear_combination (-(-z - lower z D)) * h1 + (D / 3 * (-z - lower z D)) * h2
```

## Order of the levels and the upper splitting

For $z>0$ we have $R>0$, so $E$ lies below the other mixed level. If it were not below the stretched one, then $R\le-(3z/2+D)$. This forces $D<0$, and squaring gives $4zD\ge0$, a contradiction.

The condition $z>0$ can't be relaxed to $z\ge0$: at $z=0$, $D=-1$ the lower and stretched levels are both $-1/3$.

The mixed levels sum to minus the stretched energy, so the stretched level minus the higher mixed one is exactly $2D/3-d$. Since $d=(zd)/z\to0$, its absolute value tends to $2|D|/3$. The theorem joins the degeneracies and the order, for every $z>0$, with the two limits. At $D=0$ the upper pairs coincide.

```lean
/-- For `z > 0` the six levels form three degenerate pairs, one below the other two. As `z → ∞`
the upper pairs separate by `2|D|/3`, and the lower pair is at `-z - d` with `z d → 4D²/27`. -/
theorem core_p_splitting (D : ℝ) :
    (∀ z : ℝ, 0 < z →
      (hamiltonian z D).charpoly = (X - C (stretched z D)) ^ 2 *
        (X - C (upper z D)) ^ 2 * (X - C (lower z D)) ^ 2 ∧
      lower z D < stretched z D ∧ lower z D < upper z D) ∧
    Tendsto (fun z => |stretched z D - upper z D|) atTop (𝓝 (2 * |D| / 3)) ∧
    Tendsto (fun z => z * (-z - lower z D)) atTop (𝓝 (4 * D ^ 2 / 27)) := by
  refine ⟨fun z hz => ⟨charpoly_hamiltonian z D, ?_⟩, ?_, tendsto_shift D⟩
  · have hR : 0 < gap z D :=
      Real.sqrt_pos.mpr (by nlinarith [sq_nonneg (D - z / 2), mul_pos hz hz])
    refine ⟨?_, by unfold lower upper; linarith⟩
    by_contra h
    have h' : gap z D ≤ -(3 * z / 2 + D) := by
      unfold lower stretched at h
      linarith
    have hD : 0 < -D := by linarith
    nlinarith [mul_self_le_mul_self hR.le h', mul_pos hz hD, gap_sq z D]
  -- the shift of the lower pair vanishes in the limit
  have hd : Tendsto (fun z => -z - lower z D) atTop (𝓝 0) := by
    have h := (tendsto_shift D).mul tendsto_inv_atTop_zero
    rw [mul_zero] at h
    refine h.congr' ?_
    filter_upwards [eventually_gt_atTop 0] with z hz
    change z * (-z - lower z D) * z⁻¹ = -z - lower z D
    have hi : z * z⁻¹ = 1 := mul_inv_cancel₀ hz.ne'
    linear_combination (-z - lower z D) * hi
  have h := (hd.const_sub (2 * D / 3)).abs
  have hv : |2 * D / 3 - 0| = 2 * |D| / 3 := by
    rw [sub_zero, abs_div, abs_mul]
    norm_num
  rw [hv] at h
  -- the upper separation is exactly 2D/3 minus that shift
  refine h.congr fun z => ?_
  have hs : 2 * D / 3 - (-z - lower z D) = stretched z D - upper z D := by
    unfold stretched upper lower
    ring
  exact congrArg abs hs

end

end CorePLevels
```

```lean
#print axioms CorePLevels.ladder_relations
-- 'CorePLevels.ladder_relations' depends on axioms: [propext, Classical.choice, Quot.sound]
#print axioms CorePLevels.core_p_splitting
-- 'CorePLevels.core_p_splitting' depends on axioms: [propext, Classical.choice, Quot.sound]
```

In this one-electron model, the result describes how an axial site splits a $p_{3/2}$ core line in photoemission while leaving $p_{1/2}$ single. Reading differences of the eigenvalues, with reversed sign, as differences of measured binding energies is a further step. It neglects, among other things, changes in the relaxation of the other electrons from one core-hole state to another and the core hole's interaction with an open valence shell.
